# The Krasko-Gurskii form factor of a positive ion has a positive node exactly when B > 1/2

An ion's Coulomb tail has no absolutely convergent Fourier integral, so the form factor of its pseudopotential is defined here by multiplying the potential by exp(−κr), transforming, and letting κ → 0⁺. The potential felt by an electron, in Hartree atomic units, is

V(r) = −Z/r + (Z/r)(1 + Br/a) exp(−r/a),

with ionic charge Z, core radius a and dimensionless core strength B. The literature often writes r_c for this a, and a for this B.

```lean
import Mathlib

open Real Set Filter Topology MeasureTheory

namespace KraskoGurskii

noncomputable section

/-- The Krasko-Gurskii potential of an ion of charge `Z`, with core radius `a` and
core parameter `B`, at distance `r`; its domain is `a ≠ 0`, `r ≠ 0`. -/
def potential (Z a B r : ℝ) : ℝ :=
  -Z / r + Z / r * (1 + B * r / a) * exp (-r / a)
```

With sinc x = sin x / x and sinc 0 = 1, the screened transform at wavenumber q is

F(q, κ) = 4π ∫₀^∞ r² V(r) exp(−κr) sinc(qr) dr.

It is not divided by a cell volume. The angular integration that reduces the three-dimensional transform to this radial one is built into the definition, not proved.

```lean
/-- For `a > 0` and `κ > 0`, the three-dimensional Fourier transform, at wavenumber `q`, of the
potential multiplied by the screening factor `exp (-κ r)`, in radial form. -/
def screenedFormFactor (Z a B q κ : ℝ) : ℝ :=
  4 * π * ∫ r in Ioi (0 : ℝ), r ^ 2 * potential Z a B r * exp (-κ * r) * sinc (q * r)
```

`formFactor` is the limit F(q) of F(q, κ). Since `limUnder` returns a value even where no limit exists, convergence is proved separately below.

```lean
/-- The form factor of the bare potential: the limit of the screened form factor as the screening is
switched off, where that limit exists. -/
def formFactor (Z a B q : ℝ) : ℝ :=
  limUnder (𝓝[>] (0 : ℝ)) (screenedFormFactor Z a B q)

/-- The wavenumber `1 / (a √(2B - 1))`; its domain is `a ≠ 0`, `B > 1/2`. -/
def node (a B : ℝ) : ℝ := 1 / (a * Real.sqrt (2 * B - 1))
```

## κ > 0: a screened Coulomb tail

Physically, κ is an auxiliary inverse screening length, not the response of the electron gas. Without it, and for q ≠ 0, the tail contributes −4πZ/q times ∫₀^R sin(qr) dr = (1 − cos qR)/q, which oscillates as R grows. For a decay rate s > 0, put z = s − iq. The imaginary parts of ∫₀^∞ exp(−zr) dr = 1/z and ∫₀^∞ r exp(−zr) dr = 1/z² are

∫₀^∞ exp(−sr) sin(qr) dr = q/(s² + q²),

∫₀^∞ r exp(−sr) sin(qr) dr = 2sq/(s² + q²)².

In Lean, `affine_exp_bound` uses s > 0 to bound the integrand by a slower exponential.

```lean
/-- For `s > 0` and `r ≥ 0`, an affine function times `exp (-s r)` and a factor of modulus
at most one is bounded by a constant times `exp (-s r / 2)`. -/
theorem affine_exp_bound (α β : ℝ) {s r u : ℝ} (hs : 0 < s) (hr : 0 ≤ r) (hu : |u| ≤ 1) :
    |(α + β * r) * exp (-s * r) * u| ≤ (|α| + |β| * (2 / s)) * exp (-(s / 2) * r) := by
  have hx := Real.add_one_le_exp (s / 2 * r)
  have h0 : 0 ≤ s / 2 * r := by positivity
  have h1 : 1 ≤ exp (s / 2 * r) := by linarith
  have h2 : r ≤ 2 / s * exp (s / 2 * r) := by
    calc r = 2 / s * (s / 2 * r) := by field_simp
      _ ≤ _ := mul_le_mul_of_nonneg_left (by linarith) (by positivity)
  have h3 : |α + β * r| ≤ (|α| + |β| * (2 / s)) * exp (s / 2 * r) := by
    calc |α + β * r| ≤ |α| + |β * r| := abs_add_le _ _
      _ = |α| * 1 + |β| * r := by rw [abs_mul, abs_of_nonneg hr, mul_one]
      _ ≤ |α| * exp (s / 2 * r) + |β| * (2 / s * exp (s / 2 * r)) := by gcongr
      _ = _ := by ring
  rw [abs_mul]
  refine (mul_le_of_le_one_right (abs_nonneg _) hu).trans ?_
  rw [abs_mul, abs_of_pos (exp_pos _)]
  refine (mul_le_mul_of_nonneg_right h3 (exp_pos _).le).trans (le_of_eq ?_)
  rw [mul_assoc, ← Real.exp_add]
  congr 2
  ring
```

This bound gives integrability and removes the boundary terms at infinity. The proof then uses a real antiderivative, exp(−sr)[(P + pr) sin(qr) + (Q + kr) cos(qr)]. Its coefficients are found by matching derivatives, and the integral is −Q.

```lean
/-- For `s > 0`, the sine transform of an affine function times `exp (-s r)` converges
absolutely and has an elementary value. -/
theorem integral_affine_exp_sin (α β q : ℝ) {s : ℝ} (hs : 0 < s) :
    IntegrableOn (fun r => (α + β * r) * exp (-s * r) * sin (q * r)) (Ioi 0) ∧
    ∫ r in Ioi (0 : ℝ), (α + β * r) * exp (-s * r) * sin (q * r) =
      α * q / (s ^ 2 + q ^ 2) + 2 * β * s * q / (s ^ 2 + q ^ 2) ^ 2 := by
  have hD : s ^ 2 + q ^ 2 ≠ 0 := by positivity
  have hint : IntegrableOn (fun r => (α + β * r) * exp (-s * r) * sin (q * r)) (Ioi 0) := by
    refine Integrable.mono' (Integrable.const_mul (exp_neg_integrableOn_Ioi 0 (half_pos hs))
      (|α| + |β| * (2 / s))) (Continuous.aestronglyMeasurable (by fun_prop)) ?_
    filter_upwards [ae_restrict_mem measurableSet_Ioi] with r hr
    exact affine_exp_bound α β hs (le_of_lt hr) (abs_sin_le_one _)
  -- boundary terms at infinity vanish
  have ht : ∀ (c d : ℝ) (u : ℝ → ℝ), (∀ r, |u r| ≤ 1) →
      Tendsto (fun r => (c + d * r) * exp (-s * r) * u r) atTop (𝓝 0) := by
    intro c d u hu
    have h := (Real.tendsto_exp_neg_atTop_nhds_zero.comp
      (tendsto_id.const_mul_atTop (half_pos hs))).const_mul (|c| + |d| * (2 / s))
    rw [mul_zero] at h
    refine squeeze_zero_norm' ?_ h
    filter_upwards [eventually_ge_atTop 0] with r hr
    have hb := affine_exp_bound c d hs hr (hu r)
    rw [neg_mul (s / 2) r] at hb
    exact hb
  -- coefficients of the antiderivative
  obtain ⟨P, p, Q, k, h1, h2, h3, h4, h5⟩ : ∃ P p Q k : ℝ,
      -s * p - q * k = β ∧ q * p - s * k = 0 ∧ p - s * P - q * Q = α ∧
      k - s * Q + q * P = 0 ∧
      -Q = α * q / (s ^ 2 + q ^ 2) + 2 * β * s * q / (s ^ 2 + q ^ 2) ^ 2 := by
    refine ⟨-α * s / (s ^ 2 + q ^ 2) + β * (q ^ 2 - s ^ 2) / (s ^ 2 + q ^ 2) ^ 2,
      -β * s / (s ^ 2 + q ^ 2),
      -α * q / (s ^ 2 + q ^ 2) - 2 * β * s * q / (s ^ 2 + q ^ 2) ^ 2,
      -β * q / (s ^ 2 + q ^ 2), ?_, ?_, ?_, ?_, ?_⟩ <;> field_simp <;> ring
  have hlim := (ht P p (fun r => sin (q * r)) (fun r => abs_sin_le_one _)).add
    (ht Q k (fun r => cos (q * r)) (fun r => abs_cos_le_one _))
  rw [add_zero] at hlim
  refine ⟨hint, ?_⟩
  rw [integral_Ioi_of_hasDerivAt_of_tendsto' (fun r _ => ?_) hint hlim]
  · simp only [mul_zero, Real.exp_zero, Real.sin_zero, Real.cos_zero]
    linear_combination h5
  · have hp := ((hasDerivAt_id' r).const_mul p).const_add P
    have hk := ((hasDerivAt_id' r).const_mul k).const_add Q
    have he := ((hasDerivAt_id' r).const_mul (-s)).exp
    have hsin := ((hasDerivAt_id' r).const_mul q).sin
    have hcos := ((hasDerivAt_id' r).const_mul q).cos
    refine (((hp.fun_mul he).fun_mul hsin).fun_add
      ((hk.fun_mul he).fun_mul hcos)).congr_deriv ?_
    linear_combination exp (-s * r) * sin (q * r) * (h3 + r * h1) +
      exp (-s * r) * cos (q * r) * (h4 + r * h2)
```

## a > 0: a core term that decays

The core correction has range a. For a < 0 and Z ≠ 0 it grows exponentially, and weak screening cannot make the integral converge. For a > 0 its decay rate is s = 1/a + κ. Since r² sinc(qr)/r = sin(qr)/q for r > 0 and q ≠ 0, the two integrals give

F(q, κ) = 4πZ [−1/(κ² + q²) + 1/(s² + q²) + 2(B/a)s/(s² + q²)²].

The proof rewrites the integrand in the same way, splits it with `integral_add`, and applies the previous lemma twice.

```lean
/-- The screened form factor in closed form, for `a > 0`, `κ > 0` and `q ≠ 0`. -/
theorem screenedFormFactor_eq (Z B : ℝ) {a q κ : ℝ} (ha : 0 < a) (hq : q ≠ 0) (hκ : 0 < κ) :
    screenedFormFactor Z a B q κ = 4 * π * Z * (-1 / (κ ^ 2 + q ^ 2) +
      1 / ((1 / a + κ) ^ 2 + q ^ 2) +
      2 * (B / a) * (1 / a + κ) / ((1 / a + κ) ^ 2 + q ^ 2) ^ 2) := by
  have hs : 0 < 1 / a + κ := by positivity
  have i1 := integral_affine_exp_sin (-Z / q) 0 q hκ
  have i2 := integral_affine_exp_sin (Z / q) (Z * B / (a * q)) q hs
  -- separate the Coulomb tail from the core term
  have hI : ∫ r in Ioi (0 : ℝ), r ^ 2 * potential Z a B r * exp (-κ * r) * sinc (q * r) =
      ∫ r in Ioi (0 : ℝ), ((-Z / q + 0 * r) * exp (-κ * r) * sin (q * r) +
        (Z / q + Z * B / (a * q) * r) * exp (-(1 / a + κ) * r) * sin (q * r)) := by
    refine setIntegral_congr_fun measurableSet_Ioi (fun r hr => ?_)
    have hr' : r ≠ 0 := (Set.mem_Ioi.mp hr).ne'
    have he : exp (-(1 / a + κ) * r) = exp (-r / a) * exp (-κ * r) := by
      rw [← Real.exp_add]
      congr 1
      ring
    simp only [potential, Real.sinc_of_ne_zero (mul_ne_zero hq hr'), he]
    generalize exp (-r / a) = E
    generalize exp (-κ * r) = F
    generalize sin (q * r) = S
    field_simp
    ring
  rw [screenedFormFactor, hI, integral_add i1.1 i2.1, i1.2, i2.2]
  have hD1 : κ ^ 2 + q ^ 2 ≠ 0 := by positivity
  have hD2 : (1 / a + κ) ^ 2 + q ^ 2 ≠ 0 := by positivity
  generalize 1 / a + κ = s at hD2 ⊢
  field_simp
  ring
```

## q ≠ 0: away from the Coulomb divergence

At q = 0 the tail contributes −4πZ/κ², which diverges as κ → 0⁺ unless Z = 0. For q ≠ 0, set κ = 0 and x = a²q². The bracket becomes

−1/q² + a²/(1 + x) + 2Ba²/(1 + x)²
= [−(1 + x)² + x(1 + x) + 2Bx] / [q²(1 + x)²]
= [(2B − 1)x − 1] / [q²(1 + x)²].

Hence

F(q) = 4πZ((2B − 1)a²q² − 1) / (q²(1 + a²q²)²).

`coulomb_add_core` proves this identity with −4πZ/q² written in by hand.

```lean
/-- For `a > 0` and `q ≠ 0`, the Coulomb term `-4πZ/q²` plus the Fourier transform of the
short-range core term equals a single rational function of `q`. -/
theorem coulomb_add_core (Z B : ℝ) {a q : ℝ} (ha : 0 < a) (hq : q ≠ 0) :
    -4 * π * Z / q ^ 2 + 4 * π * Z *
      ∫ r in Ioi (0 : ℝ), r * (1 + B * r / a) * exp (-r / a) * sinc (q * r) =
    4 * π * Z * ((2 * B - 1) * a ^ 2 * q ^ 2 - 1) / (q ^ 2 * (1 + a ^ 2 * q ^ 2) ^ 2) := by
  have hI : ∫ r in Ioi (0 : ℝ), r * (1 + B * r / a) * exp (-r / a) * sinc (q * r) =
      ∫ r in Ioi (0 : ℝ), (1 / q + B / (a * q) * r) * exp (-(1 / a) * r) * sin (q * r) := by
    refine setIntegral_congr_fun measurableSet_Ioi (fun r hr => ?_)
    have hr' : r ≠ 0 := (Set.mem_Ioi.mp hr).ne'
    have he : -(1 / a) * r = -r / a := by ring
    simp only [Real.sinc_of_ne_zero (mul_ne_zero hq hr'), he]
    generalize exp (-r / a) = E
    generalize sin (q * r) = S
    field_simp
  have hD : (1 / a) ^ 2 + q ^ 2 = (1 + a ^ 2 * q ^ 2) / a ^ 2 := by field_simp
  have hne : 1 + a ^ 2 * q ^ 2 ≠ 0 := by positivity
  rw [hI, (integral_affine_exp_sin _ _ q (one_div_pos.2 ha)).2, hD]
  field_simp
  ring
```

`formFactor_eq` derives that term: q ≠ 0 keeps the denominators nonzero, so the closed form is continuous at κ = 0.

```lean
/-- Krasko-Gurskii form factor: for `a > 0` and `q ≠ 0` the screened form factor converges
as the screening is removed, and its limit is the stated rational function of `q`. -/
theorem formFactor_eq (Z B : ℝ) {a q : ℝ} (ha : 0 < a) (hq : q ≠ 0) :
    Tendsto (screenedFormFactor Z a B q) (𝓝[>] 0) (𝓝 (formFactor Z a B q)) ∧
    formFactor Z a B q =
      4 * π * Z * ((2 * B - 1) * a ^ 2 * q ^ 2 - 1) / (q ^ 2 * (1 + a ^ 2 * q ^ 2) ^ 2) := by
  have hc : ContinuousAt (fun κ : ℝ => 4 * π * Z * (-1 / (κ ^ 2 + q ^ 2) +
      1 / ((1 / a + κ) ^ 2 + q ^ 2) +
      2 * (B / a) * (1 / a + κ) / ((1 / a + κ) ^ 2 + q ^ 2) ^ 2)) 0 := by
    fun_prop (disch := positivity)
  have hv : 4 * π * Z * (-1 / ((0 : ℝ) ^ 2 + q ^ 2) + 1 / ((1 / a + 0) ^ 2 + q ^ 2) +
      2 * (B / a) * (1 / a + 0) / ((1 / a + 0) ^ 2 + q ^ 2) ^ 2) =
      4 * π * Z * ((2 * B - 1) * a ^ 2 * q ^ 2 - 1) / (q ^ 2 * (1 + a ^ 2 * q ^ 2) ^ 2) := by
    have hD : (1 / a) ^ 2 + q ^ 2 = (1 + a ^ 2 * q ^ 2) / a ^ 2 := by field_simp
    have h0 : (0 : ℝ) ^ 2 + q ^ 2 = q ^ 2 := by ring
    have hne : 1 + a ^ 2 * q ^ 2 ≠ 0 := by positivity
    rw [h0, add_zero, hD]
    field_simp
    ring
  have ht : Tendsto (screenedFormFactor Z a B q) (𝓝[>] 0) (𝓝 (4 * π * Z *
      ((2 * B - 1) * a ^ 2 * q ^ 2 - 1) / (q ^ 2 * (1 + a ^ 2 * q ^ 2) ^ 2))) := by
    rw [← hv]
    refine (hc.tendsto.mono_left nhdsWithin_le_nhds).congr' ?_
    filter_upwards [self_mem_nhdsWithin] with κ hκ
    exact (screenedFormFactor_eq Z B ha hq hκ).symm
  have he := ht.limUnder_eq
  exact ⟨by rw [formFactor, he]; exact ht, he⟩
```

## B > 1/2: a core strong enough for a node

For B > 1/2, write q₀ = 1/(a√(2B − 1)), which is `node a B`. Then (2B − 1)a²q₀² = 1, and the numerator factorises:

(2B − 1)a²q² − 1 = (2B − 1)a²(q + q₀)(q − q₀).

```lean
/-- For `a, q > 0` and `B > 1/2` the form factor is an explicit prefactor times the signed
difference `q - node a B`. -/
theorem formFactor_factor (Z : ℝ) {a B q : ℝ} (ha : 0 < a) (hq : 0 < q) (hB : 1 / 2 < B) :
    formFactor Z a B q = 4 * π * Z * (2 * B - 1) * a ^ 2 * (q + node a B) /
      (q ^ 2 * (1 + a ^ 2 * q ^ 2) ^ 2) * (q - node a B) := by
  have hc : 0 < 2 * B - 1 := by linarith
  have h : (2 * B - 1) * a ^ 2 * node a B ^ 2 = 1 := by
    rw [node, div_pow, mul_pow, Real.sq_sqrt hc.le, one_pow, mul_one_div, mul_comm (a ^ 2)]
    exact div_self (by positivity)
  rw [(formFactor_eq Z B ha hq.ne').2, div_mul_eq_mul_div]
  congr 1
  linear_combination 4 * π * Z * h
```

For B ≤ 1/2 the left side is at most −1, so with Z > 0 the form factor is negative at every q > 0.

```lean
/-- For `Z, a, q > 0` and `B ≤ 1/2` the form factor is strictly negative. -/
theorem formFactor_neg {Z a B q : ℝ} (hZ : 0 < Z) (ha : 0 < a) (hq : 0 < q)
    (hB : B ≤ 1 / 2) : formFactor Z a B q < 0 := by
  rw [(formFactor_eq Z B ha hq.ne').2]
  refine div_neg_of_neg_of_pos (mul_neg_of_pos_of_neg (by positivity) ?_) (by positivity)
  have h : 0 ≤ (1 - 2 * B) * (a * q) ^ 2 := mul_nonneg (by linarith) (sq_nonneg _)
  linarith [show (1 - 2 * B) * (a * q) ^ 2 = -((2 * B - 1) * a ^ 2 * q ^ 2) by ring]
```

## Z > 0 and q > 0: sign and choice of root

Z > 0 describes a positive ion. Reversing its sign reverses F but keeps the node; at Z = 0 every q is a zero. Restricting to q > 0 excludes the mirror root −q₀.

The next two proofs treat B ≤ 1/2 and B > 1/2 separately. In the second case the prefactor of q − q₀ is positive, so F is positive exactly above the node.

```lean
/-- For `Z, a, q > 0` the form factor is positive exactly when `B > 1/2` and `q` lies above
the node. -/
theorem formFactor_pos_iff {Z a B q : ℝ} (hZ : 0 < Z) (ha : 0 < a) (hq : 0 < q) :
    0 < formFactor Z a B q ↔ 1 / 2 < B ∧ node a B < q := by
  rcases le_or_gt B (1 / 2) with hB | hB
  · have h := formFactor_neg hZ ha hq hB
    exact ⟨fun h' => absurd h' h.le.not_gt, fun h' => absurd h'.1 hB.not_gt⟩
  · have hc : 0 < 2 * B - 1 := by linarith
    have hn : 0 < node a B := div_pos one_pos (mul_pos ha (Real.sqrt_pos.2 hc))
    rw [formFactor_factor Z ha hq hB, mul_pos_iff_of_pos_left (by positivity), sub_pos]
    exact ⟨fun h => ⟨hB, h⟩, fun h => h.2⟩
```

The same prefactor is nonzero, which fixes the zero.

```lean
/-- For `Z, a, q > 0` the form factor vanishes exactly when `B > 1/2` and
`q = 1 / (a √(2B - 1))`. -/
theorem formFactor_eq_zero_iff {Z a B q : ℝ} (hZ : 0 < Z) (ha : 0 < a) (hq : 0 < q) :
    formFactor Z a B q = 0 ↔ 1 / 2 < B ∧ q = 1 / (a * Real.sqrt (2 * B - 1)) := by
  change _ ↔ 1 / 2 < B ∧ q = node a B
  rcases le_or_gt B (1 / 2) with hB | hB
  · have h := formFactor_neg hZ ha hq hB
    exact ⟨fun h' => absurd h' h.ne, fun h' => absurd h'.1 hB.not_gt⟩
  · have hc : 0 < 2 * B - 1 := by linarith
    have hn : 0 < node a B := div_pos one_pos (mul_pos ha (Real.sqrt_pos.2 hc))
    have hK : 4 * π * Z * (2 * B - 1) * a ^ 2 * (q + node a B) /
        (q ^ 2 * (1 + a ^ 2 * q ^ 2) ^ 2) ≠ 0 := by positivity
    rw [formFactor_factor Z ha hq hB, mul_eq_zero, or_iff_right hK, sub_eq_zero]
    exact ⟨fun h => ⟨hB, h⟩, fun h => h.2⟩
```

Taking q = q₀ as the witness gives the existence criterion.

```lean
/-- For `Z, a > 0` the form factor has a zero at some positive wavenumber if and only if
`B > 1/2`. -/
theorem exists_zero_iff {Z a B : ℝ} (hZ : 0 < Z) (ha : 0 < a) :
    (∃ q, 0 < q ∧ formFactor Z a B q = 0) ↔ 1 / 2 < B := by
  constructor
  · rintro ⟨q, hq, h⟩
    exact ((formFactor_eq_zero_iff hZ ha hq).1 h).1
  · intro hB
    have hc : 0 < 2 * B - 1 := by linarith
    have hn : 0 < node a B := div_pos one_pos (mul_pos ha (Real.sqrt_pos.2 hc))
    exact ⟨node a B, hn, (formFactor_eq_zero_iff hZ ha hn).2 ⟨hB, rfl⟩⟩

end

end KraskoGurskii
```

```lean
#print axioms KraskoGurskii.coulomb_add_core
#print axioms KraskoGurskii.formFactor_pos_iff
#print axioms KraskoGurskii.exists_zero_iff
```

```
'KraskoGurskii.coulomb_add_core' depends on axioms: [propext, Classical.choice, Quot.sound]
'KraskoGurskii.formFactor_pos_iff' depends on axioms: [propext, Classical.choice, Quot.sound]
'KraskoGurskii.exists_zero_iff' depends on axioms: [propext, Classical.choice, Quot.sound]
```

## Two core strengths compared

Take Z = 1, a = 1/2 and q = 2, so a²q² = 1. For B = 5/2 the node is at q₀ = 1/(½ · 2) = 1, and F(2) = 4π · 3/16 = 3π/4 ≈ 2.36. For B = 0 there is no node, and F(2) = 4π · (−2)/16 = −π/2 ≈ −1.57.

In nearly-free-electron theory with one such local, bare ion per cell, the first-order gap at an isolated Bragg plane is proportional to |F(G)|, so it vanishes when the reciprocal-lattice vector has length G = q₀.
